# A Hermitian matrix has an eigenvalue within the relative residual of a trial energy

Let `A` be a finite Hermitian matrix, `ψ` a nonzero trial vector, not necessarily normalised, and `s` a real trial energy. The theorem says that if the residual `Aψ − sψ` has length at most `r` times the length of `ψ`, with `r ≥ 0`, then `A` has a real eigenvalue `E`, with a nonzero eigenvector, such that `|E − s| ≤ r`. The attempt expands `ψ` and the residual in an orthonormal eigenbasis of `A`, where each component of the residual is that of `ψ` multiplied by the eigenvalue's distance from `s`, up to a phase. If every eigenvalue were farther than `r` from `s`, the residual would be longer than the hypothesis allows, because a nonzero `ψ` has at least one nonzero component.

As first written in Lean, the proof fails:

```lean
import Mathlib

open Matrix
open scoped ComplexOrder

namespace ExistsEigenvalueNear

noncomputable section

/-- The Euclidean length of a complex vector. -/
def len {ι : Type*} [Fintype ι] (x : ι → ℂ) : ℝ := √(∑ i, ‖x i‖ ^ 2)

variable {n m : Type*} [Fintype n] [Fintype m] [DecidableEq m]

omit [DecidableEq m] in
private lemma len_sq (x : m → ℂ) : len x ^ 2 = ∑ i, ‖x i‖ ^ 2 :=
  Real.sq_sqrt (Finset.sum_nonneg fun _ _ => sq_nonneg _)

omit [DecidableEq m] in
/-- If a nonzero vector satisfies a Hermitian eigenvalue equation at real energy `s` up to a
residual of length at most `r ≥ 0` times its own, an eigenvalue lies within `r` of `s`. -/
theorem exists_eigenvalue_near {A : Matrix m m ℂ} (hA : A.IsHermitian) {ψ : m → ℂ}
    (hψ : ψ ≠ 0) {s r : ℝ} (hr : 0 ≤ r)
    (h : len (A *ᵥ ψ - (s : ℂ) • ψ) ^ 2 ≤ r ^ 2 * len ψ ^ 2) :
    ∃ E : ℝ, ∃ φ : m → ℂ, φ ≠ 0 ∧ A *ᵥ φ = (E : ℂ) • φ ∧ |E - s| ≤ r := by
  classical
  obtain ⟨b, lam, eig⟩ : ∃ (b : OrthonormalBasis m ℂ (EuclideanSpace ℂ m)) (lam : m → ℝ),
      ∀ i, A *ᵥ (b i).ofLp = (lam i : ℂ) • (b i).ofLp :=
    ⟨hA.eigenvectorBasis, hA.eigenvalues, fun i => by
      rw [hA.mulVec_eigenvectorBasis i]; ext j; simp⟩
  -- Parseval's identity in the eigenbasis
  have pars : ∀ x : m → ℂ, len x ^ 2 = ∑ i, ‖star (b i).ofLp ⬝ᵥ x‖ ^ 2 := by
    intro x
    have h2 := congrArg (fun y : ℝ => y ^ 2) (b.repr.norm_map (WithLp.toLp 2 x))
    simp only [EuclideanSpace.norm_sq_eq, b.repr_apply_apply,
      EuclideanSpace.inner_eq_star_dotProduct] at h2
    rw [len_sq]
    exact h2.symm.trans (Finset.sum_congr rfl fun i _ => by rw [dotProduct_comm])
  have coef : ∀ i, ‖star (b i).ofLp ⬝ᵥ (A *ᵥ ψ - (s : ℂ) • ψ)‖ ^ 2 =
      (lam i - s) ^ 2 * ‖star (b i).ofLp ⬝ᵥ ψ‖ ^ 2 := by
    intro i
    have h1 : star (b i).ofLp ᵥ* A = (lam i : ℂ) • star (b i).ofLp := by
      have h0 := congrArg star (eig i)
      rw [Matrix.star_mulVec, hA.eq] at h0
      rw [h0]; ext j; simp [mul_comm]
    have h2 : star (b i).ofLp ⬝ᵥ (A *ᵥ ψ - (s : ℂ) • ψ) =
        ((lam i - s : ℝ) : ℂ) * (star (b i).ofLp ⬝ᵥ ψ) := by
      rw [dotProduct_sub, Matrix.dotProduct_mulVec, h1, smul_dotProduct, dotProduct_smul,
        smul_eq_mul, smul_eq_mul]
      push_cast; ring
    rw [h2, norm_mul, Complex.norm_real, Real.norm_eq_abs, mul_pow, sq_abs]
  by_contra hcon
  -- if every eigenvalue were farther than `r`, the residual would be too long
  have hgt : ∀ i, r ^ 2 < (lam i - s) ^ 2 := by
    intro i
    have hlt : r < |lam i - s| := by
      by_contra hle
      exact hcon ⟨lam i, (b i).ofLp, fun h0 => b.orthonormal.ne_zero i
        (PiLp.ext fun j => congrFun h0 j), eig i, not_lt.1 hle⟩
    rw [← sq_abs (lam i - s)]
    exact pow_lt_pow_left₀ hlt hr two_ne_zero
  obtain ⟨i, hi⟩ : ∃ i, star (b i).ofLp ⬝ᵥ ψ ≠ 0 := by
    by_contra hall
    have hz : len ψ ^ 2 = 0 := by
      rw [pars]
      refine Finset.sum_eq_zero fun i _ => ?_
      rw [not_not.1 (not_exists.1 hall i)]; simp
    obtain ⟨j, hj⟩ := Function.ne_iff.1 hψ
    rw [len_sq] at hz
    exact (Finset.sum_pos' (fun _ _ => sq_nonneg _)
      ⟨j, Finset.mem_univ j, pow_pos (norm_pos_iff.2 hj) 2⟩).ne' hz
  have hlt := Finset.sum_lt_sum
    (fun i (_ : i ∈ Finset.univ) => mul_le_mul_of_nonneg_right (hgt i).le
      (sq_nonneg ‖star (b i).ofLp ⬝ᵥ ψ‖))
    ⟨i, Finset.mem_univ i, mul_lt_mul_of_pos_right (hgt i) (pow_pos (norm_pos_iff.2 hi) 2)⟩
  rw [pars, pars ψ, Finset.mul_sum, Finset.sum_congr rfl fun i _ => coef i] at h
  exact absurd h (not_le_of_gt hlt)

end

end ExistsEigenvalueNear
```

Messages:

```
Main.lean:71:65: error: Application type mismatch: The argument
  hz
has type
  ∑ i, ‖ψ i‖ ^ 2 = 0
but is expected to have type
  ∑ i, ‖ψ j‖ ^ 2 = 0
in the application
  LT.lt.ne'
    (Finset.sum_pos' (fun x x_1 => sq_nonneg ‖ψ j‖)
      (Exists.intro j ⟨Finset.mem_univ j, pow_pos (norm_pos_iff.mpr hj) 2⟩))
    hz
Main.lean:45:28: warning: This simp argument is unused:
  mul_comm

Hint: Omit it from the simp argument list.
  [apply] simp

Note: This linter can be disabled with `set_option linter.unusedSimpArgs false`
```

Lean accepts the file once it reads:

```diff
@@ -43,5 +43,5 @@
       have h0 := congrArg star (eig i)
       rw [Matrix.star_mulVec, hA.eq] at h0
-      rw [h0]; ext j; simp [mul_comm]
+      rw [h0]; ext j; simp
     have h2 : star (b i).ofLp ⬝ᵥ (A *ᵥ ψ - (s : ℂ) • ψ) =
         ((lam i - s : ℝ) : ℂ) * (star (b i).ofLp ⬝ᵥ ψ) := by
@@ -68,6 +68,7 @@
     obtain ⟨j, hj⟩ := Function.ne_iff.1 hψ
     rw [len_sq] at hz
-    exact (Finset.sum_pos' (fun _ _ => sq_nonneg _)
-      ⟨j, Finset.mem_univ j, pow_pos (norm_pos_iff.2 hj) 2⟩).ne' hz
+    have hp : 0 < ∑ i, ‖ψ i‖ ^ 2 := Finset.sum_pos' (fun _ _ => sq_nonneg _)
+      ⟨j, Finset.mem_univ j, pow_pos (norm_pos_iff.2 hj) 2⟩
+    exact hp.ne' hz
   have hlt := Finset.sum_lt_sum
     (fun i (_ : i ∈ Finset.univ) => mul_le_mul_of_nonneg_right (hgt i).le
```

Diagnosis. The error comes in the step showing that a nonzero `ψ` has nonzero length. There `hz` says that the sum of `‖ψ i‖ ^ 2` over all `i` is zero, and `Finset.sum_pos'` is meant to contradict it by showing the same sum positive. But the lemma is used directly under `.ne'`, with no stated type to tell Lean which function is being summed. Lean has to infer it from the arguments, and the positivity proof concerns only `‖ψ j‖ ^ 2` at the particular index `j`. Lean took the summand to be that constant, so the result was about `∑ i, ‖ψ j‖ ^ 2`, which `hz` does not match.

The repair first states the positivity as `hp`, with the sum `∑ i, ‖ψ i‖ ^ 2` written out. This fixes the summand as a function of `i`, the same arguments then prove it, and `hp.ne' hz` gives the contradiction.

Removing `mul_comm` from the `simp` call is mere tidying: the warning says only that it was unused.
